# Exact selection rule for integrals of $t^a P_l P_m$ over $[-1,1]$

In a semilocal pseudopotential integral, a Gaussian displaced along the $z$ axis can be expanded about the pseudopotential centre in Legendre polynomials $P_m(t)$, with $t=\cos\theta$. This expansion is infinite. Projection onto channel $l$, with a polynomial prefactor contributing $z^a$, leaves the angular integral of $t^aP_lP_m$, and the sum over $m$ can stop at $m=a+l$. Within that range, the terms with $a+l+m$ odd vanish by parity. The rule below says exactly which of these angular integrals are nonzero in this axial case, where all functions are independent of the azimuthal angle.

```lean
import Mathlib

open Polynomial

namespace SemilocalAxialSelection

noncomputable section
```

## Polynomials and integrals

Write $D$ for the derivative with respect to $t$ and $u=t^2-1$. The unnormalised Legendre polynomial is

$$R_n=D^n u^n=2^n n!\,P_n .$$

In Lean it is a formal real polynomial, with `X` in the role of $t$.

```lean
/-- The unnormalised Legendre polynomial: the `n`-th derivative of `(t^2 - 1)^n`. -/
def legendreR (n : ℕ) : ℝ[X] := derivative^[n] ((X ^ 2 - 1) ^ n)
```

The quantity of interest is

$$I(a,l,m)=\int_{-1}^{1}t^aR_l(t)R_m(t)\,dt ,$$

where $a,l,m$ are natural numbers. Both $l$ and $m$ label angular momenta; $m$ is not a magnetic quantum number. With $P_l$ and $P_m$ in place of $R_l$ and $R_m$, the integral is $I(a,l,m)/(2^{l+m}l!\,m!)$, which has the same sign and the same zeros. Radial factors and non-axial harmonics are not part of the model.

```lean
/-- The axial integral of `t^a R_l(t) R_m(t)` over `[-1, 1]`. -/
def axialIntegral (a l m : ℕ) : ℝ :=
  ∫ t in (-1 : ℝ)..1, t ^ a * (legendreR l).eval t * (legendreR m).eval t
```

## The three-term recurrence

The chain rule gives $D u^{k+1}=2(k+1)\,t\,u^k$. Lean obtains it by induction on $k$ with the product rule.

```lean
private lemma derivative_u_pow (k : ℕ) : derivative ((X ^ 2 - 1 : ℝ[X]) ^ (k + 1)) =
    ((k : ℝ[X]) + 1) * (2 * X * (X ^ 2 - 1) ^ k) := by
  have hu : derivative (X ^ 2 - 1 : ℝ[X]) = 2 * X := by
    rw [pow_two, derivative_sub, derivative_mul, derivative_X, derivative_one]; ring
  induction k with
  | zero => simp only [zero_add, pow_one, pow_zero, hu, Nat.cast_zero]; ring
  | succ k ih =>
    rw [pow_succ (X ^ 2 - 1 : ℝ[X]) (k + 1), derivative_mul, ih, hu]; push_cast; ring
```

Repeated differentiation is linear, which is needed here only for natural-number coefficients.

```lean
private lemma iterate_lin (k c d : ℕ) (f g : ℝ[X]) :
    derivative^[k] ((c : ℝ[X]) * f + (d : ℝ[X]) * g) =
      (c : ℝ[X]) * derivative^[k] f + (d : ℝ[X]) * derivative^[k] g := by
  induction k with
  | zero => rfl
  | succ k ih =>
    simp only [Function.iterate_succ_apply', ih, derivative_add, derivative_mul,
      derivative_natCast, zero_mul, zero_add]
```

Since $t$ has derivative 1 and no higher derivatives, Leibniz's rule leaves two terms:

$$D^{n+1}(tf)=t\,D^{n+1}f+(n+1)D^nf .$$

```lean
private lemma iterate_X_mul (n : ℕ) (f : ℝ[X]) : derivative^[n + 1] (X * f) =
    X * derivative^[n + 1] f + ((n : ℝ[X]) + 1) * derivative^[n] f := by
  induction n with
  | zero =>
    simp only [zero_add, Function.iterate_one, Function.iterate_zero, id_eq, derivative_mul,
      derivative_X, Nat.cast_zero]
    ring
  | succ n ih =>
    have h0 : derivative^[n + 1 + 1] (X * f) = derivative (derivative^[n + 1] (X * f)) :=
      Function.iterate_succ_apply' _ _ _
    have h1 : derivative^[n + 1 + 1] f = derivative (derivative^[n + 1] f) :=
      Function.iterate_succ_apply' _ _ _
    have h2 : derivative^[n + 1] f = derivative (derivative^[n] f) :=
      Function.iterate_succ_apply' _ _ _
    rw [h0, ih, h1]
    simp only [derivative_add, derivative_mul, derivative_X, derivative_natCast, derivative_one]
    rw [← h2]
    push_cast
    ring
```

Now let $Q=D^{n+1}(t\,u^{n+1})$ and $S=D^nu^{n+1}$. Three relations connect them to the $R_n$.

- Differentiating $u^{n+2}$ once gives $R_{n+2}=2(n+2)Q$.
- Since $t^2=u+1$, we have $D(t\,u^{n+1})=(2n+3)u^{n+1}+2(n+1)u^n$, and so $Q=(2n+3)S+2(n+1)R_n$.
- Leibniz's rule gives $Q=tR_{n+1}+(n+1)S$.

Multiply the third relation by $2n+3$, the second by $n+1$, and subtract. This removes $S$:

$$(n+2)Q=(2n+3)\,tR_{n+1}-2(n+1)^2R_n .$$

Doubling and using the first relation yields

$$2(2n+3)\,tR_{n+1}=R_{n+2}+4(n+1)^2R_n .$$

In the code the three relations are `hA`, `hB` and `hL`, and `linear_combination` carries out the elimination.

```lean
/-- Multiplication by `t` couples `R_(n+1)` to its two neighbours `R_(n+2)` and `R_n`. -/
theorem legendreR_recurrence (n : ℕ) :
    2 * (2 * (n : ℝ[X]) + 3) * (X * legendreR (n + 1)) =
      legendreR (n + 2) + 4 * ((n : ℝ[X]) + 1) ^ 2 * legendreR n := by
  have e1 : derivative ((X ^ 2 - 1 : ℝ[X]) ^ (n + 2)) =
      ((2 * (n + 2) : ℕ) : ℝ[X]) * (X * (X ^ 2 - 1) ^ (n + 1)) + ((0 : ℕ) : ℝ[X]) * 0 :=
    (derivative_u_pow (n + 1)).trans (by push_cast; ring)
  have e2 : derivative (X * (X ^ 2 - 1 : ℝ[X]) ^ (n + 1)) =
      ((2 * n + 3 : ℕ) : ℝ[X]) * (X ^ 2 - 1) ^ (n + 1)
        + ((2 * (n + 1) : ℕ) : ℝ[X]) * (X ^ 2 - 1) ^ n := by
    rw [derivative_mul, derivative_X, derivative_u_pow]; push_cast; ring
  have hA : derivative^[n + 2] ((X ^ 2 - 1 : ℝ[X]) ^ (n + 2)) =
      2 * ((n : ℝ[X]) + 2) * derivative^[n + 1] (X * (X ^ 2 - 1) ^ (n + 1)) := by
    calc _ = derivative^[n + 1] (derivative ((X ^ 2 - 1 : ℝ[X]) ^ (n + 2))) :=
          Function.iterate_succ_apply _ _ _
      _ = _ := by rw [e1, iterate_lin]; push_cast; ring
  have hB : derivative^[n + 1] (X * (X ^ 2 - 1 : ℝ[X]) ^ (n + 1)) =
      (2 * (n : ℝ[X]) + 3) * derivative^[n] ((X ^ 2 - 1) ^ (n + 1))
        + 2 * ((n : ℝ[X]) + 1) * derivative^[n] ((X ^ 2 - 1) ^ n) := by
    calc _ = derivative^[n] (derivative (X * (X ^ 2 - 1 : ℝ[X]) ^ (n + 1))) :=
          Function.iterate_succ_apply _ _ _
      _ = _ := by rw [e2, iterate_lin]; push_cast; ring
  have hL := iterate_X_mul n ((X ^ 2 - 1 : ℝ[X]) ^ (n + 1))
  unfold legendreR
  -- eliminate the n-th derivative of (X^2-1)^(n+1) between the two expressions
  linear_combination (-1 : ℝ[X]) * hA - 2 * (2 * (n : ℝ[X]) + 3) * hL
    + 2 * ((n : ℝ[X]) + 1) * hB
```

The recurrence starts at $R_1$, so the bottom of the ladder needs the explicit values $R_0=1$ and $R_1=2t$.

```lean
private lemma legendreR_zero : legendreR 0 = 1 := by simp [legendreR]

private lemma legendreR_one : legendreR 1 = 2 * X := (derivative_u_pow 0).trans (by simp)
```

## Trading a power of $t$ for a change of channel

Exchanging the two polynomials does not change the integrand, so $I(a,l,m)=I(a,m,l)$.

```lean
/-- The axial integral is symmetric in the two angular channels. -/
theorem axialIntegral_symm (a l m : ℕ) : axialIntegral a l m = axialIntegral a m l := by
  unfold axialIntegral
  refine intervalIntegral.integral_congr fun t _ => ?_
  ring
```

From $2tR_0=R_1$ it follows that $2I(a+1,0,m)=I(a,1,m)$.

```lean
private lemma axial_zero (a m : ℕ) :
    2 * axialIntegral (a + 1) 0 m = axialIntegral a 1 m := by
  unfold axialIntegral
  rw [← intervalIntegral.integral_const_mul]
  refine intervalIntegral.integral_congr fun t _ => ?_
  rw [legendreR_zero, legendreR_one]
  simp only [eval_mul, eval_one, eval_X, eval_ofNat]
  ring
```

For every other channel, multiply the recurrence by $t^aR_m$ and integrate:

$$2(2l+3)\,I(a+1,l+1,m)=I(a,l+2,m)+4(l+1)^2I(a,l,m).$$

The continuity statements in the proof justify splitting the integral of the sum.

```lean
/-- One power of `t` is traded for a step of the channel `l + 1` up or down. -/
theorem axialIntegral_step (a l m : ℕ) :
    2 * (2 * (l : ℝ) + 3) * axialIntegral (a + 1) (l + 1) m =
      axialIntegral a (l + 2) m + 4 * ((l : ℝ) + 1) ^ 2 * axialIntegral a l m := by
  have hc : ∀ j : ℕ, Continuous fun t : ℝ =>
      t ^ a * (legendreR j).eval t * (legendreR m).eval t := fun j =>
    ((continuous_pow a).mul (legendreR j).continuous).mul (legendreR m).continuous
  have hd : Continuous fun t : ℝ => 4 * ((l : ℝ) + 1) ^ 2 *
      (t ^ a * (legendreR l).eval t * (legendreR m).eval t) := continuous_const.mul (hc l)
  unfold axialIntegral
  rw [← intervalIntegral.integral_const_mul, ← intervalIntegral.integral_const_mul,
    ← intervalIntegral.integral_add ((hc (l + 2)).intervalIntegrable _ _)
      (hd.intervalIntegrable _ _)]
  refine intervalIntegral.integral_congr fun t _ => ?_
  have h := congrArg (eval t) (legendreR_recurrence l)
  simp only [eval_mul, eval_add, eval_pow, eval_X, eval_natCast, eval_ofNat, eval_one] at h
  linear_combination (t ^ a * (legendreR m).eval t) * h
```

By symmetry the same step is available in the second channel.

```lean
private lemma step_right (a l m : ℕ) :
    2 * (2 * (m : ℝ) + 3) * axialIntegral (a + 1) l (m + 1) =
      axialIntegral a l (m + 2) + 4 * ((m : ℝ) + 1) ^ 2 * axialIntegral a l m := by
  rw [axialIntegral_symm (a + 1) l (m + 1), axialIntegral_symm a l (m + 2),
    axialIntegral_symm a l m]
  exact axialIntegral_step a m l
```

## Orthogonality and positive norms

For $j,k\ge0$, the polynomial $u^j$ divides $D^ku^{j+k}$, because each derivative removes at most one factor of $u$. In the induction, if $D^ku^{j+1+k}=u^{j+1}g$, one more derivative gives $u^j\bigl(2(j+1)tg+uDg\bigr)$.

```lean
private lemma dvd_iterate (k j : ℕ) :
    (X ^ 2 - 1 : ℝ[X]) ^ j ∣ derivative^[k] ((X ^ 2 - 1 : ℝ[X]) ^ (j + k)) := by
  induction k generalizing j with
  | zero => exact dvd_refl _
  | succ k ih =>
    obtain ⟨g, hg⟩ := ih (j + 1)
    rw [Function.iterate_succ_apply', show j + (k + 1) = j + 1 + k by omega, hg,
      derivative_mul, derivative_u_pow]
    exact ⟨((j : ℝ[X]) + 1) * (2 * X) * g + (X ^ 2 - 1) * derivative g, by ring⟩
```

Take $F=D^mu^{m+1}$. It contains a factor $u$, so it vanishes at $t=\pm1$, and $DF=R_{m+1}$. Hence

$$I(0,0,m+1)=F(1)-F(-1)=0 .$$

```lean
private lemma base_zero (m : ℕ) : axialIntegral 0 0 (m + 1) = 0 := by
  -- R_(m+1) is the derivative of a polynomial F that vanishes at both end points
  obtain ⟨F, hR, g, hg⟩ : ∃ F : ℝ[X], legendreR (m + 1) = derivative F ∧
      ∃ g, F = (X ^ 2 - 1) * g := by
    refine ⟨derivative^[m] ((X ^ 2 - 1) ^ (m + 1)), Function.iterate_succ_apply' _ _ _, ?_⟩
    have h := dvd_iterate m 1
    rw [pow_one, add_comm 1 m] at h
    obtain ⟨g, hg⟩ := h
    exact ⟨g, hg⟩
  have h := intervalIntegral.integral_eq_sub_of_hasDerivAt (a := (-1 : ℝ)) (b := 1)
    (f := fun x => F.eval x) (f' := fun x => (derivative F).eval x)
    (fun x _ => F.hasDerivAt x) ((derivative F).continuous.intervalIntegrable _ _)
  have hI : axialIntegral 0 0 (m + 1) = ∫ t in (-1 : ℝ)..1, (derivative F).eval t := by
    unfold axialIntegral
    rw [legendreR_zero, hR]
    simp only [pow_zero, eval_one, one_mul]
  rw [hI, h, hg]
  simp
```

This is orthogonality to $R_0$. The step relations carry it to all pairs $l<m$. If $I(0,l,k)$ and $I(0,l,k+2)$ both vanish, the step in the second channel gives $I(1,l,k+1)=0$; this is `z` in the code. Row 1 then follows from $I(0,1,k+1)=2I(1,0,k+1)$, and higher rows from

$$I(0,l+2,k+1)=2(2l+3)I(1,l+1,k+1)-4(l+1)^2I(0,l,k+1).$$

When $k+1>l+2$, both terms on the right are zero. The row $l+2$ depends on the two rows before it, so the induction `key` carries two consecutive rows.

```lean
/-- For `l < m`, the polynomials `R_l` and `R_m` are orthogonal on `[-1, 1]`. -/
theorem axialIntegral_orthogonal {l m : ℕ} (h : l < m) : axialIntegral 0 l m = 0 := by
  have z : ∀ l k : ℕ, axialIntegral 0 l (k + 2) = 0 → axialIntegral 0 l k = 0 →
      axialIntegral 1 l (k + 1) = 0 := by
    intro l k h1 h2
    have e : 2 * (2 * (k : ℝ) + 3) * axialIntegral 1 l (k + 1) = _ := step_right 0 l k
    have c : (0 : ℝ) < 2 * (2 * (k : ℝ) + 3) := by positivity
    rw [h1, h2] at e
    exact (mul_eq_zero.mp (e.trans (by ring))).resolve_left c.ne'
  have key : ∀ l : ℕ, (∀ m, l < m → axialIntegral 0 l m = 0) ∧
      (∀ m, l + 1 < m → axialIntegral 0 (l + 1) m = 0) := by
    intro l
    induction l with
    | zero =>
      have h0 : ∀ m, 0 < m → axialIntegral 0 0 m = 0 := by
        intro m hm
        rcases m with _ | k
        · omega
        · exact base_zero k
      refine ⟨h0, fun m hm => ?_⟩
      rcases m with _ | k
      · omega
      · have e : 2 * axialIntegral 1 0 (k + 1) = axialIntegral 0 1 (k + 1) :=
          axial_zero 0 (k + 1)
        rw [z 0 k (h0 _ (by omega)) (h0 _ (by omega))] at e
        show axialIntegral 0 1 (k + 1) = 0
        linarith
    | succ l ih =>
      refine ⟨ih.2, fun m hm => ?_⟩
      rcases m with _ | k
      · omega
      · have e : 2 * (2 * (l : ℝ) + 3) * axialIntegral 1 (l + 1) (k + 1) = _ :=
          axialIntegral_step 0 l (k + 1)
        rw [z (l + 1) k (ih.2 _ (by omega)) (ih.2 _ (by omega)), ih.1 (k + 1) (by omega)] at e
        show axialIntegral 0 (l + 2) (k + 1) = 0
        linarith
  exact (key l).1 m h
```

The integrals $I(0,l,l)$ are squared norms, called norms here for short. They start at $I(0,0,0)=2$. If $I(0,l,l)>0$, orthogonality reduces the step in the second channel to

$$2(2l+3)I(1,l,l+1)=4(l+1)^2I(0,l,l)>0 .$$

The step in the first channel turns this into a positive norm for $l+1$. For $l=0$ it reads $I(0,1,1)=2I(1,0,1)$. For $l=k+1$ it reads $I(0,k+2,k+2)=2(2k+3)I(1,k+1,k+2)$, again because the remaining term vanishes by orthogonality.

```lean
private lemma norm_pos (l : ℕ) : 0 < axialIntegral 0 l l := by
  induction l with
  | zero => norm_num [axialIntegral, legendreR_zero]
  | succ l ih =>
    have e1 : 2 * (2 * (l : ℝ) + 3) * axialIntegral 1 l (l + 1) = _ := step_right 0 l l
    rw [axialIntegral_orthogonal (show l < l + 2 by omega)] at e1
    have p : 0 < axialIntegral 1 l (l + 1) := by
      refine (mul_pos_iff_of_pos_left (show (0 : ℝ) < 2 * (2 * (l : ℝ) + 3) by positivity)).mp ?_
      rw [e1]
      positivity
    rcases l with _ | k
    · have e : 2 * axialIntegral 1 0 1 = axialIntegral 0 1 1 := axial_zero 0 1
      have p' : 0 < axialIntegral 1 0 1 := p
      show 0 < axialIntegral 0 1 1
      linarith
    · have e : 2 * (2 * (k : ℝ) + 3) * axialIntegral 1 (k + 1) (k + 2) = _ :=
        axialIntegral_step 0 k (k + 2)
      rw [axialIntegral_orthogonal (show k < k + 2 by omega)] at e
      have q : 0 < 2 * (2 * (k : ℝ) + 3) * axialIntegral 1 (k + 1) (k + 2) :=
        mul_pos (by positivity) p
      show 0 < axialIntegral 0 (k + 2) (k + 2)
      linarith
```

## Positive weights prevent cancellation

Call $(a,l,m)$ allowed when $m\le a+l$, $l\le a+m$ and $a+l+m$ is even. In other words, $a$ steps of $\pm1$ can lead from $l$ to $m$. The claim is that $I>0$ for allowed triples and $I=0$ for all others.

For $a=0$, allowed means $l=m$, and the claim is the norm and orthogonality result. To pass from $a$ to $a+1$ with first channel $k+1$, use

$$2(2k+3)I(a+1,k+1,m)=I(a,k+2,m)+4(k+1)^2I(a,k,m).$$

By the induction hypothesis neither integral on the right is negative. Suppose the triple on the left is allowed. If $m\le a+k$, the lower neighbour is allowed; otherwise parity forces $m=a+k+2$, and the upper neighbour is allowed. One term is therefore positive. If the triple on the left is forbidden, both neighbours are forbidden and the sum is zero. For first channel 0, there is only the upward step $2I(a+1,0,m)=I(a,1,m)$.

Lean runs this induction for all $l$ at once, since the neighbours have different first indices; `omega` settles the inequalities and parities.

```lean
/-- The axial integral is positive when `l` and `m` differ by at most `a` and `a + l + m` is
even, and it is zero in all other cases. -/
theorem axialIntegral_sign (a l m : ℕ) :
    ((m ≤ a + l ∧ l ≤ a + m ∧ (a + l + m) % 2 = 0) → 0 < axialIntegral a l m) ∧
    (¬(m ≤ a + l ∧ l ≤ a + m ∧ (a + l + m) % 2 = 0) → axialIntegral a l m = 0) := by
  induction a generalizing l with
  | zero =>
    constructor
    · intro h
      obtain rfl : l = m := by omega
      exact norm_pos l
    · intro h
      rcases lt_trichotomy l m with h1 | h1 | h1
      · exact axialIntegral_orthogonal h1
      · exfalso; omega
      · rw [axialIntegral_symm]; exact axialIntegral_orthogonal h1
  | succ a ih =>
    rcases l with _ | k
    · have e := axial_zero a m
      constructor
      · intro h
        have := (ih 1).1 (by omega)
        linarith
      · intro h
        have := (ih 1).2 (by omega)
        linarith
    · have e := axialIntegral_step a k m
      have c : (0 : ℝ) < 2 * (2 * (k : ℝ) + 3) := by positivity
      have d : (0 : ℝ) < 4 * ((k : ℝ) + 1) ^ 2 := by positivity
      have hn : ∀ j, 0 ≤ axialIntegral a j m := fun j =>
        (em _).elim (fun h => ((ih j).1 h).le) (fun h => ((ih j).2 h).ge)
      constructor
      · -- both neighbours contribute with positive weight, so nothing cancels
        intro h
        refine (mul_pos_iff_of_pos_left c).mp ?_
        rw [e]
        by_cases hm : m ≤ a + k
        · exact add_pos_of_nonneg_of_pos (hn _) (mul_pos d ((ih k).1 (by omega)))
        · exact add_pos_of_pos_of_nonneg ((ih (k + 2)).1 (by omega)) (mul_nonneg d.le (hn _))
      · intro h
        rw [(ih (k + 2)).2 (by omega), (ih k).2 (by omega)] at e
        exact (mul_eq_zero.mp (e.trans (by ring))).resolve_left c.ne'
```

## The selection rule

The vanishing condition follows at once:

$$I(a,l,m)=0\iff m>a+l\ \text{ or }\ l>a+m\ \text{ or }\ a+l+m\text{ is odd}.$$

The theorem has no hypotheses beyond $a,l,m$ being natural numbers. Its forward direction uses strict positivity, and its reverse direction uses the zero case.

It would be wrong to treat $t^a$ as if it carried angular momentum $a$ alone and to add the third triangle condition $a\le l+m$. That would discard nonzero integrals: for $a=2$ and $l=m=0$, the integral is $\int_{-1}^1t^2\,dt=2/3$. The power $t^2$ also has a component along $P_0$.

```lean
/-- Exact axial selection rule: the integral of `t^a R_l R_m` over `[-1, 1]` vanishes if and only
if one channel exceeds the other by more than `a`, or `a + l + m` is odd. -/
theorem axialIntegral_eq_zero_iff (a l m : ℕ) :
    axialIntegral a l m = 0 ↔ a + l < m ∨ a + m < l ∨ Odd (a + l + m) := by
  rw [Nat.odd_iff]
  constructor
  · intro h0
    by_contra hc
    exact absurd h0 ((axialIntegral_sign a l m).1 (by omega)).ne'
  · intro h
    exact (axialIntegral_sign a l m).2 (by omega)
```

For $a=1$ the allowed pairs are exactly the neighbours, $m=l+1$ or $l=m+1$. This is the angular part of the electric-dipole rule $\Delta l=\pm1$ for light polarised along $z$, restricted to one-electron states with zero magnetic quantum number.

```lean
/-- A single factor `t` couples two channels exactly when they are neighbours. -/
theorem axialIntegral_one_ne_zero_iff (l m : ℕ) :
    axialIntegral 1 l m ≠ 0 ↔ m = l + 1 ∨ l = m + 1 := by
  rw [Ne, axialIntegral_eq_zero_iff, Nat.odd_iff]
  omega

end

end SemilocalAxialSelection
```

```lean
#print axioms SemilocalAxialSelection.axialIntegral_eq_zero_iff
#print axioms SemilocalAxialSelection.axialIntegral_one_ne_zero_iff
```

```
'SemilocalAxialSelection.axialIntegral_eq_zero_iff' depends on axioms: [propext, Classical.choice, Quot.sound]
'SemilocalAxialSelection.axialIntegral_one_ne_zero_iff' depends on axioms: [propext, Classical.choice, Quot.sound]
```
